# One-valley graphene Landau levels ±√n from a Hamiltonian on polynomial pairs

On pairs of complex polynomials, the operator

\[
H(f,g) = (g',\, X f)
\]

has a complex number \(\mu\) as an eigenvalue if and only if \(\mu^2\) is a natural number, zero included. The eigenvalues are therefore \(\pm\sqrt n\) with \(n = 0, 1, 2, \dots\), and every eigenspace is one-dimensional. The zero-energy states are the pairs \((0,c)\) with \(c\) a nonzero constant, and every pair of polynomials is a finite sum of eigenvectors.

Here \(f\) and \(g\) are the amplitudes on the two sublattices, \(X\) is the polynomial variable, and a prime means \(d/dX\). This is the Bargmann representation: \(d/dX\) is the Landau-level lowering operator \(a\), multiplication by \(X\) is the raising operator \(a^\dagger\), and their commutator is 1. Energies are in units of \(v_F\sqrt{2\hbar e B}\), where \(v_F\) is the Fermi velocity, \(e\) the elementary charge and \(B\) the strength of a uniform magnetic field perpendicular to the sheet. For non-interacting electrons with linear dispersion in one valley, these are the Landau levels of graphene. The model keeps a single guiding-centre state, which is why its eigenspaces are one-dimensional; in a sample, each level is repeated for every guiding centre.

## Truncating the oscillator basis without a spurious zero mode

A code that expands this Hamiltonian in oscillator states \(|n\rangle\) has to cut the basis off, and the zero mode shows whether the cut was made well. Suppose both sublattices keep \(|0\rangle,\dots,|N-1\rangle\), with \(N \ge 1\). The truncated raising operator then sends \(|N-1\rangle\) to zero, so \((|N-1\rangle, 0)\) appears as a second zero-energy state. It lies on the first sublattice, where the untruncated operator has no zero modes.

The cure is to keep one state fewer on the first sublattice. Polynomials \(f\) of degree at most \(N-2\) and \(g\) of degree at most \(N-1\) form a space that \(H\) maps into itself (for \(N=1\), \(f=0\)). The truncated matrix then has the eigenvalues \(0, \pm\sqrt1, \dots, \pm\sqrt{N-1}\), each once:

```python
import numpy as np
N = 6
a = np.diag(np.sqrt(np.arange(1, N)), 1)[:-1]   # (N-1) x N
H = np.block([[np.zeros((N-1, N-1)), a],
              [a.T, np.zeros((N, N))]])
print(np.linalg.eigvalsh(H))
```

Up to rounding, the output is \(0, \pm1, \pm\sqrt2, \dots, \pm\sqrt5\). The code uses the normalised states \(|n\rangle = X^n/\sqrt{n!}\), which make the matrix symmetric. In the bare monomials \(X^n\) the truncated matrix is non-symmetric for every \(N \ge 3\), and `eigvalsh`, which reads only one triangle of the matrix, would return wrong eigenvalues.

## Eliminating one sublattice

The equation \(H(f,g) = \mu(f,g)\) is the pair

\[
g' = \mu f, \qquad X f = \mu g .
\]

Multiply the first equation by \(X\) and insert the second:

\[
X g' = \mu X f = \mu^2 g .
\]

Write \(g = \sum_k g_k X^k\). Since \(X g' = \sum_k k\, g_k X^k\), comparing coefficients gives

\[
(k - \mu^2)\, g_k = 0 \quad\text{for every } k .
\]

If \(\mu^2\) is not a natural number, the bracket never vanishes, so \(g = 0\). The second equation becomes \(Xf = 0\), hence \(f = 0\), and there is no eigenvector.

If \(\mu^2 = n\), only \(g_n\) can survive, so \(g = cX^n\) for some complex \(c\). For \(n \ge 1\), the equation \(Xf = \mu c X^n\) gives \(f = \mu c X^{n-1}\). This solves the first equation too, because \(g' = ncX^{n-1} = \mu^2 c X^{n-1} = \mu f\). For \(n = 0\) we have \(\mu = 0\), so \(Xf = 0\) and \(f = 0\), while \(g = c\) has zero derivative. In both cases the eigenspace is the line through

\[
\psi_{\mu,n} = (\mu X^{n-1},\, X^n),
\]

whose first component is read as zero when \(n = 0\). In normalised oscillator states, the eigenvectors are \((\pm|n-1\rangle, |n\rangle)/\sqrt2\) for \(n \ge 1\) and \((0,|0\rangle)\) for \(n = 0\).

For completeness, choose \(s\) with \(s^2 = n\). Then

\[
\tfrac12\left(\psi_{s,n} + \psi_{-s,n}\right) = (0, X^n).
\]

Now choose \(s\) with \(s^2 = n+1\), which is nonzero. Then

\[
s^{-1}\left(\psi_{s,n+1} - (0, X^{n+1})\right) = (X^n, 0).
\]

Finite combinations of these two families give every pair of polynomials.

## The Lean source

```lean
import Mathlib

open Polynomial Module

namespace GrapheneLandauLevels

noncomputable section

/-- The graphene Landau Hamiltonian of one valley in the Bargmann representation,
`H (f, g) = (g', X f)`: the lowering operator is `d/dX`, the raising operator is
multiplication by `X`, and the two components are the sublattice amplitudes. -/
def landauH : Module.End ℂ (ℂ[X] × ℂ[X]) :=
  LinearMap.prod (derivative ∘ₗ LinearMap.snd ℂ ℂ[X] ℂ[X])
    (LinearMap.mulLeft ℂ (X : ℂ[X]) ∘ₗ LinearMap.fst ℂ ℂ[X] ℂ[X])

/-- The two-component state `(μ Xⁿ⁻¹, Xⁿ)`. It is used with `μ² = n`, so that for `n = 0`
the first component is zero. -/
def landauState (μ : ℂ) (n : ℕ) : ℂ[X] × ℂ[X] := (μ • X ^ (n - 1), X ^ n)

/-- The eigenvalue equation `H (f, g) = μ (f, g)` is the pair of coupled equations
`g' = μ f` and `X f = μ g`. -/
theorem eigen_iff {μ : ℂ} {f g : ℂ[X]} :
    landauH (f, g) = μ • (f, g) ↔ derivative g = μ • f ∧ X * f = μ • g := by
  change (derivative g, X * f) = (μ • f, μ • g) ↔ _
  rw [Prod.mk.injEq]

/-- If `H (f, g) = μ (f, g)`, then each coefficient of `g` satisfies `k gₖ = μ² gₖ`. -/
theorem coeff_of_eigen {μ : ℂ} {f g : ℂ[X]} (h : landauH (f, g) = μ • (f, g)) (k : ℕ) :
    (k : ℂ) * g.coeff k = μ ^ 2 * g.coeff k := by
  obtain ⟨h1, h2⟩ := eigen_iff.mp h
  -- eliminate the first sublattice
  have h3 : X * derivative g = μ ^ 2 • g := by
    rw [h1, mul_smul_comm, h2, smul_smul, sq]
  have h4 := congrArg (fun p : ℂ[X] => p.coeff k) h3
  simp only [coeff_smul, smul_eq_mul] at h4
  rw [← h4]
  cases k with
  | zero => simp
  | succ m =>
    rw [coeff_X_mul, coeff_derivative]
    push_cast
    ring

/-- If `μ² = n`, the state `(μ Xⁿ⁻¹, Xⁿ)` solves the eigenvalue equation with energy `μ`. -/
theorem landauH_landauState {μ : ℂ} {n : ℕ} (h : μ ^ 2 = n) :
    landauH (landauState μ n) = μ • landauState μ n := by
  unfold landauState
  rw [eigen_iff]
  constructor
  · rw [derivative_X_pow, smul_smul, ← sq, h, smul_eq_C_mul]
  · cases n with
    | zero =>
      have h0 : μ = 0 := by simpa using h
      simp [h0]
    | succ m => rw [mul_smul_comm, Nat.add_sub_cancel, ← pow_succ']

/-- If `μ² = n`, the eigenspace of energy `μ` is the line through `(μ Xⁿ⁻¹, Xⁿ)`. -/
theorem eigenspace_eq_span {μ : ℂ} {n : ℕ} (h : μ ^ 2 = n) :
    End.eigenspace landauH μ = Submodule.span ℂ {landauState μ n} := by
  apply le_antisymm
  · rintro ⟨f, g⟩ hfg
    rw [End.mem_eigenspace_iff] at hfg
    -- only the coefficient of `Xⁿ` survives in `g`
    have hg : g = g.coeff n • (X : ℂ[X]) ^ n := by
      ext k
      rw [coeff_smul, coeff_X_pow, smul_eq_mul]
      have hk := coeff_of_eigen hfg k
      by_cases e : k = n
      · simp [e]
      · have hne : (k : ℂ) - n ≠ 0 := sub_ne_zero.mpr (by exact_mod_cast e)
        rw [if_neg e, mul_zero]
        rw [h] at hk
        have hz : ((k : ℂ) - n) * g.coeff k = 0 := by linear_combination hk
        exact (mul_eq_zero.mp hz).resolve_left hne
    -- and `f` is then fixed by `X f = μ g`
    have hs : (X : ℂ[X]) * (μ • X ^ (n - 1)) = μ • X ^ n :=
      (eigen_iff.mp (landauH_landauState h)).2
    have hf : f = g.coeff n • μ • (X : ℂ[X]) ^ (n - 1) := by
      apply mul_left_cancel₀ (X_ne_zero : (X : ℂ[X]) ≠ 0)
      rw [mul_smul_comm, hs, (eigen_iff.mp hfg).2, smul_comm, ← hg]
    exact Submodule.mem_span_singleton.mpr ⟨g.coeff n, Prod.ext hf.symm hg.symm⟩
  · rw [Submodule.span_singleton_le_iff_mem, End.mem_eigenspace_iff]
    exact landauH_landauState h

/-- A complex number `μ` is an eigenvalue of the graphene Landau Hamiltonian exactly when
`μ²` is a natural number, and the eigenspace of every eigenvalue is one-dimensional. -/
theorem landau_spectrum (μ : ℂ) :
    (End.HasEigenvalue landauH μ ↔ ∃ n : ℕ, μ ^ 2 = n) ∧
      (End.HasEigenvalue landauH μ → finrank ℂ (End.eigenspace landauH μ) = 1) := by
  have hne : ∀ n : ℕ, landauState μ n ≠ 0 := fun n e =>
    pow_ne_zero n (X_ne_zero : (X : ℂ[X]) ≠ 0) (congrArg Prod.snd e)
  have hfwd : End.HasEigenvalue landauH μ → ∃ n : ℕ, μ ^ 2 = n := by
    intro h
    obtain ⟨⟨f, g⟩, hv⟩ := h.exists_hasEigenvector
    have he := hv.apply_eq_smul
    by_contra hn
    -- if `μ²` is no natural number, every coefficient of `g` vanishes
    have hg : g = 0 := by
      ext k
      have hk : ((k : ℂ) - μ ^ 2) * g.coeff k = 0 := by
        linear_combination coeff_of_eigen he k
      rw [coeff_zero]
      exact (mul_eq_zero.mp hk).resolve_left
        fun e => hn ⟨k, (sub_eq_zero.mp e).symm⟩
    have hf : X * f = 0 := by rw [(eigen_iff.mp he).2, hg, smul_zero]
    exact hv.2 (Prod.ext ((mul_eq_zero.mp hf).resolve_left X_ne_zero) hg)
  refine ⟨⟨hfwd, ?_⟩, ?_⟩
  · rintro ⟨n, h⟩
    exact End.hasEigenvalue_of_hasEigenvector
      ⟨End.mem_eigenspace_iff.mpr (landauH_landauState h), hne n⟩
  · intro hμ
    obtain ⟨n, h⟩ := hfwd hμ
    rw [eigenspace_eq_span h]
    exact finrank_span_singleton (hne n)

/-- The real square root of a natural number, read as a complex number, squares to it. -/
theorem sq_sqrt_natCast (n : ℕ) : ((√(n : ℝ) : ℝ) : ℂ) ^ 2 = n := by
  rw [← Complex.ofReal_pow, Real.sq_sqrt (Nat.cast_nonneg n), Complex.ofReal_natCast]

/-- The energy levels are exactly the real numbers `√n` and `-√n` with `n = 0, 1, 2, …`. -/
theorem landau_levels (μ : ℂ) :
    End.HasEigenvalue landauH μ ↔
      ∃ n : ℕ, μ = ((√(n : ℝ) : ℝ) : ℂ) ∨ μ = -((√(n : ℝ) : ℝ) : ℂ) := by
  rw [(landau_spectrum μ).1]
  refine exists_congr fun n => ?_
  rw [← sq_sqrt_natCast n, sq_eq_sq_iff_eq_or_eq_neg]

/-- The kernel of the Hamiltonian consists exactly of the pairs `(0, c)` with `c` constant: the
first component vanishes. -/
theorem zero_mode_iff (f g : ℂ[X]) :
    landauH (f, g) = 0 ↔ f = 0 ∧ ∃ c : ℂ, g = C c := by
  change (derivative g, X * f) = 0 ↔ _
  rw [Prod.mk_eq_zero]
  constructor
  · rintro ⟨h1, h2⟩
    exact ⟨(mul_eq_zero.mp h2).resolve_left X_ne_zero, g.coeff 0,
      eq_C_of_natDegree_eq_zero (Polynomial.derivative_eq_zero.mp h1)⟩
  · rintro ⟨rfl, c, rfl⟩
    exact ⟨derivative_C, mul_zero _⟩

/-- The Landau eigenstates are complete: every pair of polynomials is a finite sum of
eigenvectors of the Hamiltonian. -/
theorem landau_complete : ⨆ μ : ℂ, End.eigenspace landauH μ = ⊤ := by
  set S := ⨆ μ : ℂ, End.eigenspace landauH μ with hS
  have hmem : ∀ (μ : ℂ) (n : ℕ), μ ^ 2 = n → landauState μ n ∈ S := fun μ n h =>
    Submodule.mem_iSup_of_mem μ (End.mem_eigenspace_iff.mpr (landauH_landauState h))
  -- the states at `√n` and `-√n` add up to a state on the second sublattice
  have lower : ∀ n : ℕ, ((0 : ℂ[X]), (X : ℂ[X]) ^ n) ∈ S := by
    intro n
    obtain ⟨s, hs⟩ : ∃ s : ℂ, s ^ 2 = n := ⟨_, sq_sqrt_natCast n⟩
    have e : (2⁻¹ : ℂ) • (landauState s n + landauState (-s) n) = (0, X ^ n) := by
      apply Prod.ext
      · change (2⁻¹ : ℂ) • (s • (X : ℂ[X]) ^ (n - 1) + (-s) • X ^ (n - 1)) = 0
        module
      · change (2⁻¹ : ℂ) • ((X : ℂ[X]) ^ n + X ^ n) = X ^ n
        module
    rw [← e]
    exact S.smul_mem _ (S.add_mem (hmem s n hs) (hmem (-s) n (by rw [neg_sq, hs])))
  -- removing that part leaves a state on the first sublattice
  have upper : ∀ n : ℕ, ((X : ℂ[X]) ^ n, (0 : ℂ[X])) ∈ S := by
    intro n
    obtain ⟨s, hs⟩ : ∃ s : ℂ, s ^ 2 = ((n + 1 : ℕ) : ℂ) := ⟨_, sq_sqrt_natCast (n + 1)⟩
    have hs0 : s ≠ 0 := by
      intro h0
      apply (Nat.cast_ne_zero.mpr n.succ_ne_zero : ((n + 1 : ℕ) : ℂ) ≠ 0)
      rw [← hs, h0]
      simp
    have e : s⁻¹ • (landauState s (n + 1) - (0, X ^ (n + 1))) = (X ^ n, 0) := by
      apply Prod.ext
      · change s⁻¹ • (s • (X : ℂ[X]) ^ n - 0) = X ^ n
        rw [sub_zero, inv_smul_smul₀ hs0]
      · change s⁻¹ • ((X : ℂ[X]) ^ (n + 1) - X ^ (n + 1)) = 0
        rw [sub_self, smul_zero]
    rw [← e]
    exact S.smul_mem _ (S.sub_mem (hmem s (n + 1) hs) (lower (n + 1)))
  -- monomials span the polynomials on each sublattice
  have key : ∀ L : ℂ[X] →ₗ[ℂ] ℂ[X] × ℂ[X], (∀ n : ℕ, L (X ^ n) ∈ S) → ∀ f, L f ∈ S := by
    intro L hL f
    rw [f.as_sum_range_C_mul_X_pow, map_sum]
    refine Submodule.sum_mem _ fun i _ => ?_
    rw [← smul_eq_C_mul, map_smul]
    exact S.smul_mem _ (hL i)
  rw [eq_top_iff]
  rintro ⟨f, g⟩ -
  have e : (f, g) = LinearMap.inl ℂ ℂ[X] ℂ[X] f + LinearMap.inr ℂ ℂ[X] ℂ[X] g := by simp
  rw [e]
  exact S.add_mem (key _ upper f) (key _ lower g)

end

end GrapheneLandauLevels
```

```lean
#print axioms GrapheneLandauLevels.landau_spectrum
-- 'GrapheneLandauLevels.landau_spectrum' depends on axioms: [propext, Classical.choice, Quot.sound]
#print axioms GrapheneLandauLevels.landau_levels
-- 'GrapheneLandauLevels.landau_levels' depends on axioms: [propext, Classical.choice, Quot.sound]
#print axioms GrapheneLandauLevels.zero_mode_iff
-- 'GrapheneLandauLevels.zero_mode_iff' depends on axioms: [propext, Classical.choice, Quot.sound]
#print axioms GrapheneLandauLevels.landau_complete
-- 'GrapheneLandauLevels.landau_complete' depends on axioms: [propext, Classical.choice, Quot.sound]
```

## What the theorems say about the levels, and where the model stops

The state space is `ℂ[X] × ℂ[X]`, and `landauH` is a linear endomorphism of it. The eigenvalues and eigenspaces are Mathlib's general ones for linear maps, so `End.HasEigenvalue landauH μ` means that a nonzero pair solves the eigenvalue equation.

- `landau_spectrum` says that \(\mu\) is an eigenvalue exactly when \(\mu^2 = n\) for some natural \(n\), and that the eigenspace then has dimension 1. Here \(\mu\) ranges over all complex numbers, so the reality of the levels is a conclusion.
- `landau_levels` restates the condition as \(\mu = \sqrt n\) or \(\mu = -\sqrt n\), with the real square root.
- `zero_mode_iff` identifies the kernel of \(H\) as the pairs \((0,c)\). The zero-energy states are the pairs with \(c \ne 0\).
- `landau_complete` says that the eigenspaces together span the whole polynomial space.

The file contains no inner product. Normalisation, Hermiticity and the completed Hilbert space do not enter, and completeness refers to finite sums of polynomial states.

The physical model is also restricted. One-dimensional eigenspaces describe a single guiding-centre state; in a sample, each level is repeated for every guiding centre, and again for spin and valley. Which physical sublattice carries the zero mode depends on the valley and the field direction, and the file fixes it as the second component. Interactions, disorder, Zeeman splitting and corrections to the linear dispersion are absent. The starting point is the operator \(H\) itself, which is not derived from a lattice Hamiltonian, and the truncated matrix above is a numerical companion to the theorems about the full polynomial space.

## How Lean carries out the elimination

`eigen_iff` splits the eigenvalue equation into its two components. `coeff_of_eigen` performs the elimination: its intermediate statement `h3` is \(Xg' = \mu^2 g\), and the split into `zero` and `succ m` computes the coefficients of \(Xg'\).

`landauH_landauState` checks that \(\psi_{\mu,n}\) solves the equation. Natural-number subtraction makes `X ^ (n - 1)` equal to 1 at \(n = 0\), but its prefactor \(\mu\) is then zero, so the definition `landauState` still gives \((0,1)\).

`eigenspace_eq_span` proves two inclusions. For an arbitrary eigenvector, it shows coefficient by coefficient that \(g = g_nX^n\), then cancels \(X\) with `mul_left_cancel₀` to determine \(f\). The reverse inclusion is the check already made for \(\psi_{\mu,n}\).

In `landau_spectrum`, the forward direction assumes that \(\mu^2\) is not a natural number and derives \(g = 0\) and \(f = 0\), contradicting the fact that an eigenvector is nonzero. The converse uses \(\psi_{\mu,n}\), which is nonzero because its second component is \(X^n\). The dimension follows from the span description. `landau_levels` then needs only `sq_sqrt_natCast` and the rule that equal squares differ at most by a sign.

`zero_mode_iff` works directly from \(g' = 0\) and \(Xf = 0\). In `landau_complete`, the steps `lower` and `upper` build \((0,X^n)\) and \((X^n,0)\) as in the derivation, and `key` extends membership from monomials to all polynomials by linearity.
